# The fifth Hückel moment counts pentagons in triangle-free molecules

Take a ring of five carbon atoms and let an electron hop from atom to bonded atom. It can return to its start in exactly five hops only by going once around: five starting atoms and two directions give ten such walks. In a ring of three atoms it can also return in five hops, by going around once with one detour back and forth along a bond, made at any stage of the trip. There are 30 such walks and no pentagon.

These walks determine the fifth moment of the Hückel energy levels, measured from the energy $\alpha$ of a single carbon p orbital, so one can ask when this moment measures the number of five-membered rings. The molecule enters as a simple graph $G$. Its vertices are the carbon atoms that contribute a p orbital to the π system, called atoms below, and its edges are the bonds between them.

```lean
import Mathlib

open SimpleGraph

namespace HueckelFifthMoment

noncomputable section

local notation "C₅" => SimpleGraph.cycleGraph 5

variable {V : Type*} {G : SimpleGraph V}
```

Here `C₅` is the cycle graph on the positions $0,\dots,4$, not the rotation group of that name. Positions are added modulo 5, as in `Fin 5`. A pentagon is a subgraph of $G$ isomorphic to this cycle; it may have chords in $G$.

```lean
/-- A pentagon of a molecular graph is a subgraph isomorphic to the cycle on five vertices. -/
def IsPentagon (H : G.Subgraph) : Prop := Nonempty (C₅ ≃g H.coe)
```

Write $P(G)$ for the number of pentagons.

```lean
/-- The number of five-cycle subgraphs of a finite graph. -/
def pentagonCount (G : SimpleGraph V) : ℕ := Nat.card {H : G.Subgraph // IsPentagon H}
```

A closed walk is a map $f$ from positions to atoms with $f(i)$ bonded to $f(i+1)$ for all $i$. Its starting point and direction matter, and atoms may repeat.

```lean
/-- A closed walk of five steps: each atom is bonded to the next one, and the last to the first. -/
def IsClosedWalk (G : SimpleGraph V) (f : Fin 5 → V) : Prop := ∀ i, G.Adj (f i) (f (i + 1))
```

### (a) Neighbours on the five-cycle

Express adjacency of positions through the successor:
$$i\sim j \iff j=i+1 \ \text{ or }\ i=j+1 .$$

**Solution.** Neighbours on the cycle differ by one modulo 5, so $i-j=1$ or $j-i=1$. Rearranging gives the claim. Lean takes the difference form from Mathlib and checks all pairs with `decide`.

```lean
/-- Two vertices of the five-cycle are adjacent exactly when one is the successor of the other. -/
theorem cycle_adj_iff (i j : Fin 5) : (C₅).Adj i j ↔ j = i + 1 ∨ i = j + 1 := by
  have h : (C₅).Adj i j ↔ i - j = 1 ∨ j - i = 1 := SimpleGraph.cycleGraph_adj (n := 3)
  rw [h]
  clear h
  revert i j
  decide
```

### (b) Symmetries of the five-cycle

Count the adjacency-preserving permutations of the cycle:
$$|\mathrm{Aut}(C_5)|=10 .$$

**Solution.** Position 0 can go to any of five places, and position 1 to either neighbour of that place. The remaining images are then forced, so the symmetries are $i\mapsto a+i$ and $i\mapsto a-i$, and all ten preserve adjacency. Lean uses (a) to restate the condition as arithmetic on permutations (`E`), then counts by enumeration.

```lean
/-- The five-cycle has ten symmetries. -/
theorem card_cycle_symmetries : Nat.card (C₅ ≃g C₅) = 10 := by
  let E : (C₅ ≃g C₅) ≃ {σ : Equiv.Perm (Fin 5) // ∀ i j,
      (σ j = σ i + 1 ∨ σ i = σ j + 1) ↔ (j = i + 1 ∨ i = j + 1)} :=
    { toFun := fun e => ⟨e.toEquiv, fun i j =>
        (cycle_adj_iff _ _).symm.trans (e.map_rel_iff.trans (cycle_adj_iff _ _))⟩
      invFun := fun σ => ⟨σ.1, fun {i j} =>
        (cycle_adj_iff _ _).trans ((σ.2 i j).trans (cycle_adj_iff _ _).symm)⟩
      left_inv := fun _ => rfl
      right_inv := fun _ => rfl }
  rw [Nat.card_congr E, Nat.card_eq_fintype_card]
  decide +kernel
```

### (c) The subgraph that a walk traces

Let $T_f$ be the subgraph of atoms and bonds visited by a closed walk $f$.

```lean
/-- The subgraph formed by the atoms and bonds that a closed five-step walk visits. -/
def traced {f : Fin 5 → V} (hf : IsClosedWalk G f) : G.Subgraph :=
  (⊤ : (C₅).Subgraph).map ⟨f, fun {i j} h => by
    rcases (cycle_adj_iff i j).1 h with rfl | rfl
    · exact hf _
    · exact (hf _).symm⟩
```

Let $H$ be a subgraph and $e:C_5\to H$ an isomorphism with $f(i)=e(i)$ for all $i$. Show that
$$T_f=H .$$

**Solution.** Every atom of $T_f$ is some $f(i)=e(i)$, hence in $H$. Conversely, an atom $v$ of $H$ is $f(e^{-1}(v))$. For bonds, $i\sim j$ makes $e(i)e(j)$ a bond of $H$, and a bond $uv$ of $H$ comes from the adjacent positions $e^{-1}(u)$ and $e^{-1}(v)$. The Lean proof treats atoms and bonds in the same order.

```lean
/-- A closed walk that runs once around a pentagon traces out exactly that pentagon. -/
theorem traced_eq {f : Fin 5 → V} (hf : IsClosedWalk G f) (H : G.Subgraph)
    (e : C₅ ≃g H.coe) (h : ∀ i, f i = (e i : V)) : traced hf = H := by
  refine SimpleGraph.Subgraph.ext ?_ ?_
  · ext v
    constructor
    · rintro ⟨i, _, rfl⟩
      change f i ∈ H.verts
      rw [h i]
      exact (e i).2
    · intro hv
      refine ⟨e.symm ⟨v, hv⟩, trivial, ?_⟩
      change f (e.symm ⟨v, hv⟩) = v
      rw [h, e.apply_symm_apply]
  · funext u v
    apply propext
    constructor
    · rintro ⟨i, j, hij, rfl, rfl⟩
      change H.Adj (f i) (f j)
      rw [h i, h j]
      have h' : H.coe.Adj (e i) (e j) := e.map_rel_iff.2 hij
      exact h'
    · intro huv
      have hu := H.edge_vert huv
      have hv := H.edge_vert huv.symm
      have h' : H.coe.Adj ⟨u, hu⟩ ⟨v, hv⟩ := huv
      refine ⟨e.symm ⟨u, hu⟩, e.symm ⟨v, hv⟩, e.symm.map_rel_iff.2 h', ?_, ?_⟩
      · change f (e.symm ⟨u, hu⟩) = u
        rw [h, e.apply_symm_apply]
      · change f (e.symm ⟨v, hv⟩) = v
        rw [h, e.apply_symm_apply]
```

### (d) Walks without repeated atoms

Let $S(G)$ be the number of closed five-step walks whose five positions carry different atoms, that is, with $f$ injective. Show that, triangles or not,
$$S(G)=10\,P(G).$$

**Solution.** Fix one labelling $c_H:C_5\to H$ for each pentagon $H$. Send a pair $(H,\sigma)$, with $\sigma$ a symmetry of the cycle, to the walk $f=c_H\circ\sigma$.

- Different pairs give different walks: by (c), $f$ determines $H=T_f$, and then $\sigma=c_H^{-1}\circ f$.
- Every injective walk arises: it labels the pentagon $T_f$, so $\sigma=c_{T_f}^{-1}\circ f$ is a symmetry.

By (b) there are $10\,P(G)$ pairs. In Lean this map is `Φ`, and `hΦ` is its bijectivity. The theorem also admits infinite graphs, where `Nat.card` assigns 0 to an infinite set.

```lean
/-- In every graph, the closed five-step walks without repeated atoms number ten per pentagon. -/
theorem card_selfAvoiding (G : SimpleGraph V) :
    Nat.card {f : Fin 5 → V // IsClosedWalk G f ∧ Function.Injective f}
      = 10 * pentagonCount G := by
  -- a pentagon with a reference labelling, and a symmetry, give a labelled pentagon
  let e (p : {H : G.Subgraph // IsPentagon H} × (C₅ ≃g C₅)) : C₅ ≃g p.1.1.coe :=
    p.2.trans (Classical.choice p.1.2)
  have walk : ∀ (H : G.Subgraph) (g : C₅ ≃g H.coe), IsClosedWalk G (fun i => (g i : V)) := by
    intro H g i
    have h : H.coe.Adj (g i) (g (i + 1)) :=
      g.map_rel_iff.2 ((cycle_adj_iff i (i + 1)).2 (Or.inl rfl))
    exact H.adj_sub h
  let Φ : {H : G.Subgraph // IsPentagon H} × (C₅ ≃g C₅) →
      {f : Fin 5 → V // IsClosedWalk G f ∧ Function.Injective f} := fun p =>
    ⟨fun i => (e p i : V), walk _ (e p), fun i j h => (e p).injective (Subtype.ext h)⟩
  have hΦ : Function.Bijective Φ := by
    constructor
    · rintro ⟨⟨H, hH⟩, σ⟩ ⟨⟨K, hK⟩, τ⟩ h
      have hfun : (fun i => (e (⟨H, hH⟩, σ) i : V)) = fun i => (e (⟨K, hK⟩, τ) i : V) :=
        congrArg Subtype.val h
      have hHK : H = K :=
        (traced_eq (walk H (e (⟨H, hH⟩, σ))) H (e (⟨H, hH⟩, σ)) (fun _ => rfl)).symm.trans
          (traced_eq _ K (e (⟨K, hK⟩, τ)) (fun i => congrFun hfun i))
      subst hHK
      let c : C₅ ≃g H.coe := Classical.choice hH
      have hστ : σ = τ :=
        RelIso.ext fun i => c.injective (Subtype.ext (congrFun hfun i))
      rw [hστ]
    · rintro ⟨f, hf, hi⟩
      -- a self-avoiding walk labels the subgraph it traces
      let g : C₅ ≃g (traced hf).coe :=
        { toEquiv := Equiv.ofBijective (fun i => ⟨f i, i, trivial, rfl⟩)
            ⟨fun i j h => hi (congrArg Subtype.val h), by
              rintro ⟨_, i, _, rfl⟩
              exact ⟨i, rfl⟩⟩
          map_rel_iff' := by
            intro i j
            constructor
            · rintro ⟨a, b, h, ha, hb⟩
              have ha' : a = i := hi ha
              have hb' : b = j := hi hb
              subst ha' hb'
              exact h
            · intro h
              exact ⟨i, j, h, rfl, rfl⟩ }
      have hp : IsPentagon (traced hf) := ⟨g⟩
      let c : C₅ ≃g (traced hf).coe := Classical.choice hp
      refine ⟨(⟨traced hf, hp⟩, g.trans c.symm), Subtype.ext (funext fun i => ?_)⟩
      change ((c (c.symm (g i))) : V) = f i
      rw [c.apply_symm_apply]
      rfl
  rw [← Nat.card_eq_of_bijective Φ hΦ, Nat.card_prod, card_cycle_symmetries, pentagonCount,
    mul_comm]
```

### (e) Repeated atoms and triangles

Show that
$$\text{every closed five-step walk is injective}\iff G\text{ has no triangle}.$$

**Solution.** A triangle $abc$ carries the closed walk $a,b,c,a,b$, which repeats atoms.

Conversely, let $G$ have no triangle. Two different positions modulo 5 are one or two steps apart. Since bonded atoms are distinct, $f(i)\neq f(i+1)$. If $f(i)=f(i+2)$, the other three steps run from $f(i+2)$ through $f(i+3)$ and $f(i+4)$ back to $f(i)=f(i+2)$. These three atoms are mutually bonded, a contradiction.

`CliqueFree 3` says that no three atoms are mutually bonded. `h1` and `h2` exclude the two kinds of repetition, and `cases5` lists the possible separations.

```lean
/-- All closed five-step walks avoid repeated atoms exactly when the graph has no triangle. -/
theorem selfAvoiding_iff_triangleFree [DecidableEq V] (G : SimpleGraph V) :
    (∀ f, IsClosedWalk G f → Function.Injective f) ↔ G.CliqueFree 3 := by
  constructor
  · intro h s hs
    obtain ⟨a, b, c, hab, hac, hbc, rfl⟩ := SimpleGraph.is3Clique_iff.1 hs
    -- around the triangle, then back and forth along one bond
    have hinj := h ![a, b, c, a, b] (by
      intro i
      fin_cases i
      exacts [hab, hbc, hac.symm, hab, hab.symm])
    have h03 : (0 : Fin 5) = 3 := @hinj 0 3 rfl
    exact absurd h03 (by decide)
  · intro h f hf
    have h1 : ∀ i, f i ≠ f (i + 1) := fun i => (hf i).ne
    have h2 : ∀ i, f i ≠ f (i + 2) := by
      intro i hi
      -- a return after two steps leaves a closed walk of three steps
      have back : ∀ i : Fin 5, i + 2 + 1 + 1 + 1 = i := by decide
      have c := hf (i + 2 + 1 + 1)
      rw [back i, hi] at c
      exact h _ (SimpleGraph.is3Clique_triple_iff.2 ⟨hf (i + 2), c.symm, hf (i + 2 + 1)⟩)
    have cases5 : ∀ i j : Fin 5,
        i = j ∨ j = i + 1 ∨ i = j + 1 ∨ j = i + 2 ∨ i = j + 2 := by decide
    intro i j hij
    rcases cases5 i j with h | rfl | rfl | rfl | rfl
    · exact h
    · exact absurd hij (h1 _)
    · exact absurd hij.symm (h1 _)
    · exact absurd hij (h2 _)
    · exact absurd hij.symm (h2 _)
```

### (f) The trace as a count of walks

From here on $G$ is finite. Let $A$ be its real adjacency matrix, with entry 1 for a bond and 0 otherwise, and $W(G)$ the number of closed five-step walks. Show that
$$\operatorname{tr}A^5=W(G).$$

**Solution.** Matrix multiplication gives
$$\operatorname{tr}A^5=\sum_{f}A_{f(0)f(1)}A_{f(1)f(2)}A_{f(2)f(3)}A_{f(3)f(4)}A_{f(4)f(0)},$$
summed over all maps $f$ from positions to atoms. A term is 1 if $f$ is a closed walk and 0 otherwise. In Lean, `w` is this term, `hw` evaluates it, and `E` matches the nested summation indices to maps.

```lean
variable [Fintype V] [DecidableEq V] (G) [DecidableRel G.Adj]

/-- The trace of the fifth power of the adjacency matrix counts the closed five-step walks. -/
theorem trace_eq_card_closedWalk :
    (G.adjMatrix ℝ ^ 5).trace = (Nat.card {f : Fin 5 → V // IsClosedWalk G f} : ℝ) := by
  classical
  let A := G.adjMatrix ℝ
  let w : (Fin 5 → V) → ℝ := fun f =>
    A (f 0) (f 1) * A (f 1) (f 2) * A (f 2) (f 3) * A (f 3) (f 4) * A (f 4) (f 0)
  let E : V × V × V × V × V ≃ (Fin 5 → V) :=
    { toFun := fun p => ![p.1, p.2.2.2.2, p.2.2.2.1, p.2.2.1, p.2.1]
      invFun := fun f => (f 0, f 4, f 3, f 2, f 1)
      left_inv := fun _ => rfl
      right_inv := fun f => by
        funext i
        fin_cases i <;> rfl }
  have h5 : G.adjMatrix ℝ ^ 5 = A * A * A * A * A := by
    simp only [pow_succ, pow_zero, one_mul, A]
  have hw : ∀ f, w f = if IsClosedWalk G f then (1 : ℝ) else 0 := by
    intro f
    have hiff : IsClosedWalk G f ↔ G.Adj (f 0) (f 1) ∧ G.Adj (f 1) (f 2) ∧
        G.Adj (f 2) (f 3) ∧ G.Adj (f 3) (f 4) ∧ G.Adj (f 4) (f 0) := by
      constructor
      · intro h
        exact ⟨h 0, h 1, h 2, h 3, h 4⟩
      · rintro ⟨h0, h1, h2, h3, h4⟩ i
        fin_cases i
        exacts [h0, h1, h2, h3, h4]
    by_cases h0 : G.Adj (f 0) (f 1) <;> by_cases h1 : G.Adj (f 1) (f 2) <;>
      by_cases h2 : G.Adj (f 2) (f 3) <;> by_cases h3 : G.Adj (f 3) (f 4) <;>
      by_cases h4 : G.Adj (f 4) (f 0) <;>
      simp [w, A, hiff, SimpleGraph.adjMatrix_apply, h0, h1, h2, h3, h4]
  calc (G.adjMatrix ℝ ^ 5).trace = ∑ p, w (E p) := by
        rw [h5]
        simp only [Matrix.trace, Matrix.diag_apply, Matrix.mul_apply, Finset.sum_mul,
          Fintype.sum_prod_type]
        rfl
    _ = ∑ f, w f := E.sum_comp w
    _ = ∑ f, if IsClosedWalk G f then (1 : ℝ) else 0 := Finset.sum_congr rfl fun f _ => hw f
    _ = _ := by rw [Nat.card_eq_fintype_card, Fintype.card_subtype, Finset.sum_boole]
```

### (g) The exact condition for the pentagon count

Show that
$$\operatorname{tr}A^5=10\,P(G)\iff G\text{ has no triangle}.$$

**Solution.** By (d) and (f), $\operatorname{tr}A^5-10\,P(G)=W(G)-S(G)$, the number of closed walks with a repeated atom. It vanishes exactly when there is no such walk, which by (e) means no triangle. Lean expresses the vanishing through finite sets: a subset with as many elements as the whole set is the whole set.

```lean
/-- The trace of the fifth power of the adjacency matrix equals ten times the number of
pentagons if and only if the graph has no triangle. -/
theorem trace_eq_iff_triangleFree :
    (G.adjMatrix ℝ ^ 5).trace = 10 * (pentagonCount G : ℝ) ↔ G.CliqueFree 3 := by
  classical
  rw [trace_eq_card_closedWalk, ← selfAvoiding_iff_triangleFree]
  have hc := card_selfAvoiding G
  constructor
  · intro h f hf
    have h' : Nat.card {f : Fin 5 → V // IsClosedWalk G f} =
        Nat.card {f : Fin 5 → V // IsClosedWalk G f ∧ Function.Injective f} := by
      rw [hc]
      exact_mod_cast h
    rw [Nat.card_eq_fintype_card, Nat.card_eq_fintype_card, Fintype.card_subtype,
      Fintype.card_subtype] at h'
    -- equal counts leave no room for a walk with a repeated atom
    have hs := Finset.eq_of_subset_of_card_le (fun g hg =>
      Finset.mem_filter.2 ⟨Finset.mem_univ g, (Finset.mem_filter.1 hg).2.1⟩) h'.le
    have hm := Finset.mem_filter.2 ⟨Finset.mem_univ f, hf⟩
    rw [← hs] at hm
    exact (Finset.mem_filter.1 hm).2.2
  · intro h
    have h' := Nat.card_congr (Equiv.subtypeEquivRight fun f : Fin 5 → V =>
      (⟨fun hf => ⟨hf, h f hf⟩, And.left⟩ :
        IsClosedWalk G f ↔ IsClosedWalk G f ∧ Function.Injective f))
    exact_mod_cast h'.trans hc
```

### (h) Triangle-free graphs

Deduce, for $G$ without triangles,
$$\operatorname{tr}A^5=10\,P(G).$$

**Solution.** This is the right-to-left direction of (g).

```lean
/-- In a finite graph without triangles, the trace of the fifth power of the adjacency matrix
is ten times the number of five-cycle subgraphs. -/
theorem fifth_moment_counts_pentagons (h : G.CliqueFree 3) :
    (G.adjMatrix ℝ ^ 5).trace = 10 * (pentagonCount G : ℝ) :=
  (trace_eq_iff_triangleFree G).2 h
```

### (i) The Hückel matrix

Let $M=\alpha\mathbf 1+\beta A$, where $\alpha$ is the energy of an electron in one atomic p orbital and $\beta$ the coupling between bonded neighbours.

```lean
/-- The Hückel matrix with Coulomb integral `α` on each atom and resonance integral `β` on
each bond. -/
def hueckel (α β : ℝ) : Matrix V V ℝ := α • (1 : Matrix V V ℝ) + β • G.adjMatrix ℝ
```

For $G$ without triangles, show that
$$\operatorname{tr}(M-\alpha\mathbf 1)^5=10\,\beta^5P(G).$$
The moment is the plain trace, not divided by the number of atoms.

**Solution.** Since $M-\alpha\mathbf 1=\beta A$, its fifth power is $\beta^5A^5$, and (h) gives the trace. The Lean rewrites cancel $\alpha$, pull out $\beta^5$ and insert (h).

```lean
/-- In a graph without triangles, the fifth moment of the Hückel matrix about `α` is
`10 β ^ 5` times the number of pentagons. -/
theorem hueckel_fifth_moment (α β : ℝ) (h : G.CliqueFree 3) :
    ((hueckel G α β - α • (1 : Matrix V V ℝ)) ^ 5).trace
      = 10 * β ^ 5 * (pentagonCount G : ℝ) := by
  rw [hueckel, add_sub_cancel_left, smul_pow, Matrix.trace_smul,
    fifth_moment_counts_pentagons G h, smul_eq_mul]
  ring

end

end HueckelFifthMoment
```

```lean
#print axioms HueckelFifthMoment.fifth_moment_counts_pentagons
#print axioms HueckelFifthMoment.hueckel_fifth_moment
```

```
'HueckelFifthMoment.fifth_moment_counts_pentagons' depends on axioms: [propext, Classical.choice, Quot.sound]
'HueckelFifthMoment.hueckel_fifth_moment' depends on axioms: [propext, Classical.choice, Quot.sound]
```

### Pentagons from a list of energy levels

A Hückel calculation diagonalises $M$ and returns levels $\varepsilon_k$, with degenerate levels repeated. The trace in (i) is then $\sum_k(\varepsilon_k-\alpha)^5$. For the five-membered ring, $(\varepsilon_k-\alpha)/\beta$ takes the values $2$, $0.618$ (twice) and $-1.618$ (twice). Their fifth powers add up to $32+0.18-22.18=10$, which is one pentagon.

Within this non-interacting model, with the same known $\alpha$ on every atom and the same known $\beta\neq0$ on every bond, the level spectrum of a triangle-free molecule thus fixes its number of pentagons, the five-membered rings in which every atom contributes a p orbital. The ring of cyclopentadiene, which contains a saturated carbon, is not counted. Applying this to a real molecule assumes that its π electrons are described by such a matrix; heteroatoms, unequal bond lengths and couplings beyond neighbours all change it.
